# A uniformly random pair on five or more sites has no determinantal kernel

Place two particles on $n\ge 5$ sites so that every pair of sites is equally likely to be the occupied one. Then no complex $n\times n$ matrix $K$, Hermitian or not, has principal minors equal to the probabilities that given sites are all occupied. On four sites such a matrix exists, and it can be chosen Hermitian.

In a number-conserving free-fermion state, Wick's theorem gives the probability that all sites of a set $S$ are occupied as $\det K_S$, where $K$ is the one-particle correlation matrix and $K_S$ its restriction to $S$. Hence no Slater determinant of two spinless fermions on five or more sites gives all site pairs equal weight. States with pairing terms, whose correlations are Pfaffians, are not covered.

In Lean 4 with Mathlib:

```lean
import Mathlib

namespace UniformPairOccupation

noncomputable section

variable {n : ℕ}
```

## Occupation probabilities and minors

Sites are elements of `Fin n`, numbered from 0, and the possible occupied pairs are the two-element sets of sites.

```lean
/-- All two-element sets of occupied sites. -/
def pairs (n : ℕ) : Finset (Finset (Fin n)) := Finset.univ.powersetCard 2
```

The probability that the random pair contains given sites is the number of pairs containing them divided by the number of all pairs. The sites are given as a list `f : Fin k → Fin n`.

```lean
/-- The probability that a uniformly random pair of sites contains all the listed sites. -/
def inclusionProb {k : ℕ} (f : Fin k → Fin n) : ℝ :=
  ((pairs n).filter (fun X => ∀ l, f l ∈ X)).card / (pairs n).card
```

The matrix $K$ is a pair kernel if, for every list of distinct sites, the determinant of $K$ restricted to that list equals this probability. Injectivity of `f` says that the sites are distinct. Their order is immaterial, since reordering permutes rows and columns together. The definition requires neither Hermiticity nor any bound on eigenvalues.

```lean
/-- The principal minor of `K` on any list of distinct sites is the probability that a uniformly
random pair contains them. -/
def IsPairKernel (K : Matrix (Fin n) (Fin n) ℂ) : Prop :=
  ∀ (k : ℕ) (f : Fin k → Fin n), Function.Injective f →
    (K.submatrix f f).det = (inclusionProb f : ℂ)
```

There are $n(n-1)/2$ pairs. A given site lies in $n-1$ of them, two given sites lie together in exactly one, and three distinct sites never fit. For $n\ge2$ the probabilities are therefore
$$a=\frac2n,\qquad b=\frac{2}{n(n-1)},\qquad 0$$
for one site, two sites, and three or more. In the one-site case the proof counts the pairs that avoid the site and subtracts them.

```lean
/-- A random pair contains one given site with probability `2/n`, two with probability
`2/(n(n-1))`, and never three or more. -/
theorem inclusionProb_values (hn : 2 ≤ n) :
    (∀ f : Fin 1 → Fin n, inclusionProb f = 2 / n) ∧
    (∀ f : Fin 2 → Fin n, Function.Injective f → inclusionProb f = 2 / (n * (n - 1))) ∧
    ∀ (k : ℕ) (f : Fin k → Fin n), 2 < k → Function.Injective f → inclusionProb f = 0 := by
  have hc : ((pairs n).card : ℝ) = n * (n - 1) / 2 := by
    rw [pairs, Finset.card_powersetCard, Finset.card_univ, Fintype.card_fin, Nat.cast_choose_two]
  have hn' : (2 : ℝ) ≤ n := by exact_mod_cast hn
  have h0 : (n : ℝ) ≠ 0 := by linarith
  have h1 : (n : ℝ) - 1 ≠ 0 := by linarith
  have hm : ∀ X : Finset (Fin n), X ∈ pairs n ↔ X.card = 2 := by
    intro X; simp [pairs, Finset.mem_powersetCard]
  refine ⟨fun f => ?_, fun f hf => ?_, fun k f hk hf => ?_⟩
  · -- remove the pairs that avoid the site
    have hs : (Finset.univ.erase (f 0)).powersetCard 2 ⊆ pairs n :=
      Finset.powersetCard_mono (Finset.erase_subset _ _)
    have h : (pairs n).filter (fun X => ∀ l, f l ∈ X) =
        pairs n \ (Finset.univ.erase (f 0)).powersetCard 2 := by
      ext X
      have hl : (∀ l, f l ∈ X) ↔ f 0 ∈ X :=
        ⟨fun h => h 0, fun h l => by rwa [Subsingleton.elim l 0]⟩
      rw [Finset.mem_filter, Finset.mem_sdiff, hm, hl, Finset.mem_powersetCard,
        Finset.subset_erase]
      have := Finset.subset_univ X
      tauto
    have e := congrArg (Nat.cast (R := ℝ)) (Finset.card_sdiff_add_card_eq_card hs)
    rw [Nat.cast_add, hc, Finset.card_powersetCard, Finset.card_erase_of_mem (Finset.mem_univ _),
      Finset.card_univ, Fintype.card_fin, Nat.cast_choose_two, Nat.cast_sub (by omega),
      Nat.cast_one] at e
    rw [inclusionProb, h, hc, div_eq_div_iff (by positivity) h0]
    linear_combination (n : ℝ) * e
  · have h : (pairs n).filter (fun X => ∀ l, f l ∈ X) = {{f 0, f 1}} := by
      have h2 : ({f 0, f 1} : Finset (Fin n)).card = 2 := Finset.card_pair (hf.ne (by decide))
      ext X
      rw [Finset.mem_filter, hm, Finset.mem_singleton, Fin.forall_fin_two]
      constructor
      · rintro ⟨hX, ha, hb⟩
        exact (Finset.eq_of_subset_of_card_le
          (by simp [Finset.insert_subset_iff, ha, hb]) (by rw [hX, h2])).symm
      · rintro rfl
        exact ⟨h2, by simp, by simp⟩
    rw [inclusionProb, hc, h, Finset.card_singleton, Nat.cast_one]
    field_simp
  · have h : (pairs n).filter (fun X => ∀ l, f l ∈ X) = ∅ := by
      refine Finset.filter_eq_empty_iff.mpr fun X hX hs => ?_
      have h2 := Finset.card_le_card (Finset.image_subset_iff.mpr fun l (_ : l ∈ Finset.univ) => hs l)
      rw [Finset.card_image_of_injective _ hf, (hm X).1 hX, Finset.card_univ,
        Fintype.card_fin] at h2
      omega
    simp [inclusionProb, h]
```

## A constraint on any four sites

For $n\ge5$ the contradiction already appears in the minors on four of the sites, so take $K$ to be $4\times4$ in this section. The first tool is the expansion of its determinant along the first row.

```lean
/-- Expansion of a four-site determinant along its first row. -/
theorem det_four (M : Matrix (Fin 4) (Fin 4) ℂ) : M.det =
    M 0 0 * (M.submatrix ![1, 2, 3] ![1, 2, 3]).det - M 0 1 * (M.submatrix ![1, 2, 3] ![0, 2, 3]).det
    + M 0 2 * (M.submatrix ![1, 2, 3] ![0, 1, 3]).det
    - M 0 3 * (M.submatrix ![1, 2, 3] ![0, 1, 2]).det := by
  have s0 : (0 : Fin 4).succAbove = ![1, 2, 3] := by decide
  have s1 : (1 : Fin 4).succAbove = ![0, 2, 3] := by decide
  have s2 : (2 : Fin 4).succAbove = ![0, 1, 3] := by decide
  have s3 : (3 : Fin 4).succAbove = ![0, 1, 2] := by decide
  have su : (Fin.succ : Fin 3 → Fin 4) = ![1, 2, 3] := by decide
  rw [Matrix.det_succ_row_zero, Fin.sum_univ_four]
  simp only [s0, s1, s2, s3, su, show ((0 : Fin 4) : ℕ) = 0 from rfl,
    show ((1 : Fin 4) : ℕ) = 1 from rfl, show ((2 : Fin 4) : ℕ) = 2 from rfl,
    show ((3 : Fin 4) : ℕ) = 3 from rfl]
  ring
```

Suppose that $K_{ii}=a$, that all two-site minors equal $b$, and that all three- and four-site minors vanish. The two-site minors give, for $i\ne j$,
$$K_{ij}K_{ji}=c,\qquad c=a^2-b.$$
A triangle of sites can be traversed in two directions. For the triangle $0,1,2$ write $A=K_{01}K_{12}K_{20}$ and $A'=K_{02}K_{21}K_{10}$. The vanishing minor $a^3-3ac+A+A'=0$ gives
$$A+A'=u,\qquad u=3ac-a^3,\qquad AA'=c^3.$$
The same holds for $B=K_{02}K_{23}K_{30}$ and $C=K_{03}K_{31}K_{10}$ with their reverses $B'$ and $C'$.

The four-site determinant contains six products around closed loops through all four sites. Its vanishing fixes their sum:
$$Q=a^4-6a^2c+3c^2+4au.$$
Two triangles sharing an edge combine into such a loop, for instance $AB=c\,K_{01}K_{12}K_{23}K_{30}$. Adding all such products gives
$$AB+A'B'+BC+B'C'+CA+C'A'=cQ.$$

Now $A$, $B$ and $C$ all solve $X^2-uX+c^3=0$, whose roots are $A$ and $A'$. Two cases remain.

- If $A=B=C$, the left side is $3(u^2-2c^3)$. Subtracting $cQ$ and inserting $u$ and $c$ leaves $3b^2(3b-2a^2)=0$.
- Otherwise two of the three agree and the third is the other root. The left side is $u^2+2c^3$, and the difference from $cQ$ is $b^3=0$.

Either way, $b=0$ or $3b=2a^2$. In the next lemma, `r` states that any solution of the quadratic is one of the two roots, the two `rcases` on `B` and `C` produce the cases, and `linear_combination` checks the polynomial identities.

```lean
/-- If `c = a² - b` and `u = 3ac - a³`, then three pairs of numbers with common sum `u` and common
product `c³`, tied by the four-site relation, force `b = 0` or `3b = 2a²`. -/
theorem triangle_phases {a b c u A A' B B' C C' : ℂ} (hc : c = a ^ 2 - b)
    (hu : u = 3 * a * c - a ^ 3) (sA : A + A' = u) (sB : B + B' = u) (sC : C + C' = u)
    (pA : A * A' = c ^ 3) (pB : B * B' = c ^ 3) (pC : C * C' = c ^ 3)
    (hq : A * B + A' * B' + (B * C + B' * C') + (C * A + C' * A') =
      c * (a ^ 4 - 6 * a ^ 2 * c + 3 * c ^ 2 + 4 * a * u)) : b = 0 ∨ 3 * b = 2 * a ^ 2 := by
  rw [eq_sub_of_add_eq' sA] at pA hq
  rw [eq_sub_of_add_eq' sB] at pB hq
  rw [eq_sub_of_add_eq' sC] at pC hq
  -- all three solve the same quadratic equation
  have r : ∀ X, X * (u - X) = c ^ 3 → X = A ∨ X = u - A := fun X hX => by
    have h : (X - A) * (X - (u - A)) = 0 := by linear_combination pA - hX
    exact (mul_eq_zero.mp h).imp sub_eq_zero.mp sub_eq_zero.mp
  have h : b ^ 2 * (2 * a ^ 2 - 3 * b) = 0 ∨ b ^ 3 = 0 := by
    rcases r B pB with hB | hB <;> rcases r C pC with hC | hC <;> rw [hB, hC, hu, hc] at hq <;>
      rw [hu, hc] at pA
    · left; linear_combination -hq / 3 - 2 * pA
    all_goals (right; linear_combination hq - 2 * pA)
  rcases h with h | h
  · rcases mul_eq_zero.mp h with h | h
    · exact Or.inl (pow_eq_zero_iff two_ne_zero |>.mp h)
    · right; linear_combination -h
  · exact Or.inl (pow_eq_zero_iff three_ne_zero |>.mp h)
```

It remains to obtain the lemma's hypotheses from the minors. In the proof below, `P` is the relation $K_{ij}K_{ji}=c$, and `T` gives the sum and product for the two directions of a triangle. The long `linear_combination` multiplies the determinant equation by $c$ and rewrites the loops as products of triangles. Nothing is divided by $c$, so $c=0$ needs no separate treatment.

```lean
/-- If a complex `4 × 4` matrix has all diagonal entries equal to a real number `a`, all two-site
principal minors equal to a real number `b`, and vanishing three-site and four-site minors, then `b
= 0` or `3b = 2a²`. -/
theorem four_site_constraint (K : Matrix (Fin 4) (Fin 4) ℂ) (a b : ℝ) (h1 : ∀ i, K i i = a)
    (h2 : ∀ f : Fin 2 → Fin 4, Function.Injective f → (K.submatrix f f).det = b)
    (h3 : ∀ f : Fin 3 → Fin 4, Function.Injective f → (K.submatrix f f).det = 0)
    (h4 : K.det = 0) : b = 0 ∨ 3 * b = 2 * a ^ 2 := by
  obtain ⟨c, hc⟩ : ∃ c : ℂ, c = (a : ℂ) ^ 2 - b := ⟨_, rfl⟩
  have P : ∀ i j, i ≠ j → K i j * K j i = c := fun i j hij => by
    have e := h2 ![i, j] (by intro x y h; fin_cases x <;> fin_cases y <;> simp_all)
    rw [Matrix.det_fin_two] at e
    simp only [Matrix.submatrix_apply, Matrix.cons_val, h1] at e
    linear_combination -e - hc
  -- the two orientations of a triangle of sites
  have T : ∀ i j k, i ≠ j → i ≠ k → j ≠ k →
      K i j * K j k * K k i + K i k * K k j * K j i = 3 * a * c - (a : ℂ) ^ 3 ∧
      K i j * K j k * K k i * (K i k * K k j * K j i) = c ^ 3 := fun i j k hij hik hjk => by
    have e := h3 ![i, j, k] (by intro x y h; fin_cases x <;> fin_cases y <;> simp_all)
    rw [Matrix.det_fin_three] at e
    simp only [Matrix.submatrix_apply, Matrix.cons_val, h1] at e
    constructor
    · linear_combination e + a * (P i j hij + P i k hik + P j k hjk)
    · calc _ = (K i j * K j i) * (K j k * K k j) * (K i k * K k i) := by ring
        _ = c ^ 3 := by rw [P i j hij, P j k hjk, P i k hik]; ring
  have p01 := P 0 1 (by decide)
  have p02 := P 0 2 (by decide)
  have p03 := P 0 3 (by decide)
  have p12 := P 1 2 (by decide)
  have p13 := P 1 3 (by decide)
  have p23 := P 2 3 (by decide)
  obtain ⟨sA, pA⟩ := T 0 1 2 (by decide) (by decide) (by decide)
  obtain ⟨sB, pB⟩ := T 0 2 3 (by decide) (by decide) (by decide)
  obtain ⟨sC, pC⟩ := T 0 3 1 (by decide) (by decide) (by decide)
  have sD := (T 1 2 3 (by decide) (by decide) (by decide)).1
  rw [det_four] at h4
  simp only [Matrix.det_fin_three, Matrix.submatrix_apply, Matrix.cons_val, h1] at h4
  have key := triangle_phases hc rfl sA sB sC pA pB pC (by
    linear_combination c * (-h4 - (a : ℂ) ^ 2 * (p01 + p02 + p03 + p12 + p13 + p23)
      + K 2 3 * K 3 2 * p01 + c * p23 + K 1 3 * K 3 1 * p02 + c * p13
      + K 1 2 * K 2 1 * p03 + c * p12 + a * (sA + sB + sC + sD))
      + (K 0 1 * K 1 2 * K 2 3 * K 3 0 + K 0 3 * K 3 2 * K 2 1 * K 1 0) * p02
      + (K 0 2 * K 2 3 * K 3 1 * K 1 0 + K 0 1 * K 1 3 * K 3 2 * K 2 0) * p03
      + (K 0 3 * K 3 1 * K 1 2 * K 2 0 + K 0 2 * K 2 1 * K 1 3 * K 3 0) * p01)
  exact_mod_cast key
```

## Why the condition fails from five sites on

For the random pair $b\neq0$, so $3b=2a^2$ would have to hold:
$$\frac{6}{n(n-1)}=\frac{8}{n^2}\quad\Longleftrightarrow\quad 6n=8(n-1)\quad\Longleftrightarrow\quad n=4.$$

For five sites the numbers are $a=0.4$, $b=0.1$, $c=0.06$ and $u=0.008$. The required value is $cQ=-0.000504$, whereas the two cases give $3(u^2-2c^3)=-0.001104$ and $u^2+2c^3=0.000496$. Neither fits.

The theorem applies the four-site result to the first four of the $n$ sites, selected by `g`. The minors of that block are minors of $K$, so `IsPairKernel` supplies every hypothesis.

```lean
/-- On five or more sites, no complex matrix, Hermitian or not, has the inclusion probabilities of
a uniformly random pair as its principal minors. -/
theorem no_pairKernel (hn : 5 ≤ n) (K : Matrix (Fin n) (Fin n) ℂ) : ¬ IsPairKernel K := by
  intro hK
  obtain ⟨v1, v2, v3⟩ := inclusionProb_values (n := n) (by omega)
  have hn' : (5 : ℝ) ≤ n := by exact_mod_cast hn
  let g : Fin 4 → Fin n := Fin.castLE (by omega)
  have hg : Function.Injective g := Fin.castLE_injective _
  have h := four_site_constraint (K.submatrix g g) (2 / n) (2 / (n * (n - 1)))
    (fun i => by
      have e := hK 1 (fun _ => g i) (fun _ _ _ => Subsingleton.elim _ _)
      rw [Matrix.det_fin_one, v1] at e
      exact e)
    (fun f hf => by
      have e := hK 2 (g ∘ f) (hg.comp hf)
      rw [v2 _ (hg.comp hf)] at e
      exact e)
    (fun f hf => by
      have e := hK 3 (g ∘ f) (hg.comp hf)
      rw [v3 _ _ (by norm_num) (hg.comp hf), Complex.ofReal_zero] at e
      exact e)
    (by rw [hK 4 g hg, v3 _ _ (by norm_num) hg, Complex.ofReal_zero])
  have h0 : (n : ℝ) ≠ 0 := by linarith
  have h1 : (n : ℝ) - 1 ≠ 0 := by linarith
  rcases h with h | h
  · exact div_ne_zero two_ne_zero (mul_ne_zero h0 h1) h
  · field_simp at h
    linarith
```

The statement could have been restricted to Hermitian kernels, which are the ones that free-fermion correlation matrices provide. It would then be weaker but would admit a geometric argument: $K$ would be the Gram matrix of $n$ equiangular vectors in $\mathbb C^2$, where at most four equiangular lines exist. The algebra above needs no such structure.

## A Hermitian kernel on four sites

At $n=4$ the condition $3b=2a^2$ holds, with $a=1/2$ and $b=1/6$. A matching matrix has diagonal entries $1/2$ and off-diagonal entries $\pm t$, with $K_{ji}=-K_{ij}$.

```lean
/-- A four-site kernel with density `1/2` and off-diagonal entries `±t`. -/
def fourSiteKernel (t : ℂ) : Matrix (Fin 4) (Fin 4) ℂ :=
  !![1/2, t, t, t; -t, 1/2, t, -t; -t, -t, 1/2, t; -t, t, -t, 1/2]
```

Choose $t=i\sqrt3/6$, so that $t^2=-1/12$. Since $t$ is purely imaginary, the sign change under exchange of indices makes $K$ Hermitian. The minors are as follows.

- Two sites: $\tfrac14+t^2=\tfrac16$.
- Three sites: the two directions of a triangle cancel, leaving $\tfrac18+\tfrac32t^2=0$.
- Four sites: the sign pattern gives $\tfrac1{16}+\tfrac32t^2+9t^4=9\left(t^2+\tfrac1{12}\right)^2=0$.

These minors also make the characteristic polynomial $\lambda^2(\lambda-1)^2$, so this Hermitian $K$ is a rank-two projector, the correlation matrix of a two-particle Slater determinant. The theorem below does not include this last statement.

The proof treats lists of length 0 to 4 separately, since distinct sites allow no longer ones. The empty list has determinant and probability 1, and a list of all four sites is a reordering of the full matrix.

```lean
/-- On four sites, the kernel with `t = i√3/6` is Hermitian and reproduces the random pair. -/
theorem fourSiteKernel_witness : (fourSiteKernel (Complex.I * (√3 : ℝ) / 6)).IsHermitian ∧
    IsPairKernel (fourSiteKernel (Complex.I * (√3 : ℝ) / 6)) := by
  obtain ⟨t, ht'⟩ : ∃ t : ℂ, t = Complex.I * (√3 : ℝ) / 6 := ⟨_, rfl⟩
  rw [← ht']
  have h3 : ((√3 : ℝ) : ℂ) * (√3 : ℝ) = 3 := by
    rw [← Complex.ofReal_mul, Real.mul_self_sqrt (by norm_num)]; norm_num
  have ht : t * t = -1 / 12 := by
    rw [ht']
    linear_combination (Complex.I ^ 2 / 36) * h3 + (1 / 12) * Complex.I_sq
  have hst : star t = -t := by
    rw [ht']
    simp [neg_div]
  have hd : ∀ i, fourSiteKernel t i i = 1 / 2 := by intro i; fin_cases i <;> rfl
  have ho : ∀ i j, i ≠ j → fourSiteKernel t j i = -fourSiteKernel t i j := by
    intro i j h
    fin_cases i <;> fin_cases j <;> first | exact absurd rfl h | simp [fourSiteKernel]
  have hq : ∀ i j, i ≠ j → fourSiteKernel t i j * fourSiteKernel t i j = -1 / 12 := by
    intro i j h
    rw [← ht]
    fin_cases i <;> fin_cases j <;> first | exact absurd rfl h | simp [fourSiteKernel]
  obtain ⟨v1, v2, v3⟩ := inclusionProb_values (n := 4) (by norm_num)
  refine ⟨?_, fun k f hf => ?_⟩
  · ext i j
    rw [Matrix.conjTranspose_apply]
    fin_cases i <;> fin_cases j <;> simp [fourSiteKernel, -Complex.star_def, hst]
  have hk : k ≤ 4 := by simpa using Fintype.card_le_of_injective f hf
  interval_cases k
  · have hc : (pairs 4).card = 6 := by decide
    simp [inclusionProb, hc]
  · rw [Matrix.det_fin_one, v1, Matrix.submatrix_apply, hd]
    norm_num
  · have h01 : f 0 ≠ f 1 := hf.ne (by decide)
    rw [v2 f hf, Matrix.det_fin_two]
    simp only [Matrix.submatrix_apply, hd, ho _ _ h01]
    push_cast
    linear_combination hq _ _ h01
  · have h01 : f 0 ≠ f 1 := hf.ne (by decide)
    have h02 : f 0 ≠ f 2 := hf.ne (by decide)
    have h12 : f 1 ≠ f 2 := hf.ne (by decide)
    rw [v3 _ f (by norm_num) hf, Matrix.det_fin_three]
    simp only [Matrix.submatrix_apply, hd, ho _ _ h01, ho _ _ h02, ho _ _ h12,
      Complex.ofReal_zero]
    linear_combination (1 / 2) * (hq _ _ h01 + hq _ _ h02 + hq _ _ h12)
  · -- a list of all four sites only permutes rows and columns
    have e := Matrix.det_submatrix_equiv_self
      (Equiv.ofBijective f ⟨hf, Finite.injective_iff_surjective.mp hf⟩) (fourSiteKernel t)
    rw [v3 _ f (by norm_num) hf, Complex.ofReal_zero]
    refine Eq.trans e ?_
    rw [det_four]
    simp only [Matrix.det_fin_three, Matrix.submatrix_apply, Matrix.of_apply, Matrix.cons_val,
      fourSiteKernel]
    linear_combination (9 * (t * t + 1 / 12)) * ht

end

end UniformPairOccupation
```

```lean
#print axioms UniformPairOccupation.no_pairKernel
```

```
'UniformPairOccupation.no_pairKernel' depends on axioms: [propext, Classical.choice, Quot.sound]
```
